# On a ring of beads, primitive minus centroid-virial kinetic energy is a total derivative divided by the Boltzmann weight

A path-integral Monte Carlo run for a quantum particle samples closed chains of $P$ beads. The kinetic energy can be read from the stretching of the springs, as a difference of two terms that each grow with $P$, or from the forces on the beads, each multiplied by the bead's position relative to the centroid. On a single configuration the two readings generally disagree. What kind of quantity is their difference, and when does it average to zero?

For one particle on a line in a differentiable potential $V$, the difference at every configuration is, up to a constant factor, the divergence of an explicit field divided by the Boltzmann weight. The field consists of the bead positions relative to the centroid, multiplied by that weight. The integral of the difference against the Boltzmann weight vanishes under the integrability conditions stated at the end.

## The ring and its action

The bead positions $x_j$ are real numbers labelled by integers modulo $P$, so $j+1$ closes the ring. In Lean a configuration is a function `ZMod P → ℝ`, and `NeZero P` says $P\ge 1$.

```lean
import Mathlib

open MeasureTheory

namespace RingPolymerVirial

noncomputable section

variable {P : ℕ} [NeZero P]
```

The spring sum is
$$K(x)=c\sum_j (x_{j+1}-x_j)^2 .$$
For a particle of mass $m$ in the usual discretisation, $c=mP/(2\hbar^2)$. The theorems allow any real $c$.

```lean
/-- The spring sum `K = c ∑ (x_(j+1) - x_j)^2` of a closed ring of `P` beads. -/
def springSum (c : ℝ) (x : ZMod P → ℝ) : ℝ := c * ∑ j, (x (j + 1) - x j) ^ 2
```

The centroid is $x_c=\frac1P\sum_j x_j$.

```lean
/-- The centroid of the ring, the mean bead position. -/
def centroid (x : ZMod P → ℝ) : ℝ := (∑ j, x j) / P
```

With inverse temperature $\beta$, the action is
$$S(x)=\frac{K(x)}{\beta}+\frac{\beta}{P}\sum_j V(x_j),$$
and configurations carry the weight $e^{-S}$. Physically $\beta>0$; the algebra needs only $\beta\neq0$.

```lean
/-- The discretised action `S = K / β + (β / P) ∑ V(x_j)`, for `β ≠ 0`. -/
def action (V : ℝ → ℝ) (c β : ℝ) (x : ZMod P → ℝ) : ℝ :=
  springSum c x / β + β / P * ∑ j, V (x j)
```

If the beads move along $x+tv$, the rate of change of $S$ at $t=0$ is
$$S'_x[v]=\frac{c}{\beta}\sum_j 2(x_{j+1}-x_j)(v_{j+1}-v_j)+\frac{\beta}{P}\sum_j V'(x_j)\,v_j .$$
This formula is first given a name; that it is the derivative is proved below.

```lean
/-- For a differentiable potential, the first-order change of the action when the beads `x` are
displaced along `v`, for `β ≠ 0`. -/
def actionSlope (V : ℝ → ℝ) (c β : ℝ) (x v : ZMod P → ℝ) : ℝ :=
  c * (∑ j, 2 * (x (j + 1) - x j) * (v (j + 1) - v j)) / β
    + β / P * ∑ j, deriv V (x j) * v j
```

## The field and the two estimators

A real parameter $a$ treats two cases together. The field has components
$$F_j(x)=e^{-S(x)}\,(x_j-a x_c),$$
with $a=1$ measuring positions from the centroid and $a=0$ from the origin.

```lean
/-- The Boltzmann-weighted field `exp(-S) (x - a xc)`, for `β ≠ 0`; `a = 1` measures the beads
from their centroid `xc`, `a = 0` from the origin. -/
def weightedField (V : ℝ → ℝ) (c β a : ℝ) (x : ZMod P → ℝ) (j : ZMod P) : ℝ :=
  Real.exp (-action V c β x) * (x j - a * centroid x)
```

Its divergence is $\sum_j \partial F_j/\partial x_j$. Lean writes each partial derivative as a line derivative along `Pi.single j 1`, the unit displacement $e_j$ of bead $j$ alone.

```lean
/-- The divergence of a field on bead space, where the partial derivatives below exist: the sum over
beads of the partial derivative of each component along its own bead coordinate. -/
def divergence (F : (ZMod P → ℝ) → ZMod P → ℝ) (x : ZMod P → ℝ) : ℝ :=
  ∑ j, lineDeriv ℝ (fun y => F y j) x (Pi.single j 1)
```

The primitive estimator is
$$T_{\rm prim}=\frac{P}{2\beta}-\frac{K}{\beta^2}.$$

```lean
/-- The primitive kinetic-energy estimator `P / (2β) - K / β^2`, for `β ≠ 0`. -/
def primitiveKinetic (c β : ℝ) (x : ZMod P → ℝ) : ℝ :=
  P / (2 * β) - springSum c x / β ^ 2
```

The virial family is
$$T_a=\frac{a}{2\beta}+\frac1{2P}\sum_j (x_j-a x_c)V'(x_j),$$
which is the centroid-virial estimator at $a=1$ and the plain virial estimator at $a=0$.

```lean
/-- For a differentiable potential, the virial kinetic-energy estimator
`a / (2β) + (1 / 2P) ∑ (x_j - a xc) V'(x_j)`, for `β ≠ 0`; `a = 1` is the centroid-virial form and
`a = 0` the plain virial form. -/
def virialKinetic (V : ℝ → ℝ) (β a : ℝ) (x : ZMod P → ℝ) : ℝ :=
  a / (2 * β) + 1 / (2 * P) * ∑ j, (x j - a * centroid x) * deriv V (x j)
```

## Differentiating along a displacement

Along $x+tv$, bead $j$ has position $x_j+tv_j$ and velocity $v_j$.

```lean
omit [NeZero P] in
/-- Along a straight displacement `x + t v`, bead `j` moves with velocity `v_j`. -/
theorem hasDerivAt_bead (x v : ZMod P → ℝ) (j : ZMod P) :
    HasDerivAt (fun t : ℝ => (x + t • v) j) (v j) 0 := by
  have h : HasDerivAt (fun t : ℝ => x j + t * v j) (1 * v j) 0 :=
    ((hasDerivAt_id' (0 : ℝ)).mul_const (v j)).const_add (x j)
  rw [one_mul] at h
  exact h
```

The chain rule turns each squared spring length into $2(x_{j+1}-x_j)(v_{j+1}-v_j)$ and each $V(x_j)$ into $V'(x_j)v_j$. Summing gives $S'_x[v]$. The proof treats springs (`hs`) and potential (`hp`) separately, then adds them. Differentiability of $V$ enters here; continuity of $V'$ is not required.

```lean
/-- For a differentiable potential, `actionSlope` is the directional derivative of the action. -/
theorem hasLineDerivAt_action {V : ℝ → ℝ} (hV : Differentiable ℝ V) (c β : ℝ)
    (x v : ZMod P → ℝ) :
    HasLineDerivAt ℝ (action V c β) (actionSlope V c β x v) x v := by
  -- the springs
  have hs : HasDerivAt (fun t : ℝ => ∑ j, ((x + t • v) (j + 1) - (x + t • v) j) ^ 2)
      (∑ j, 2 * (x (j + 1) - x j) * (v (j + 1) - v j)) 0 := by
    apply HasDerivAt.fun_sum
    intro j _
    have h := ((hasDerivAt_bead x v (j + 1)).fun_sub (hasDerivAt_bead x v j)).fun_pow 2
    refine h.congr_deriv ?_
    simp
  -- the external potential
  have hp : HasDerivAt (fun t : ℝ => ∑ j, V ((x + t • v) j))
      (∑ j, deriv V (x j) * v j) 0 := by
    apply HasDerivAt.fun_sum
    intro j _
    have h : HasDerivAt (fun t : ℝ => V ((x + t • v) j))
        (deriv V ((x + (0 : ℝ) • v) j) * v j) 0 :=
      HasDerivAt.comp (0 : ℝ) (hV ((x + (0 : ℝ) • v) j)).hasDerivAt (hasDerivAt_bead x v j)
    refine h.congr_deriv ?_
    simp
  exact ((hs.const_mul c).div_const β).fun_add (hp.const_mul (β / P))
```

The centroid moves with velocity $v_c=\frac1P\sum_j v_j$, so the product rule gives
$$\frac{d}{dt}F_j(x+tv)\Big|_{0}=e^{-S}\Big[(v_j-a v_c)-(x_j-a x_c)\,S'_x[v]\Big].$$
In particular, every partial derivative in the divergence exists.

```lean
/-- For a differentiable potential, the directional derivative of a component of the weighted
field has one part from the displaced beads and one from the changing Boltzmann weight. -/
theorem hasLineDerivAt_weightedField {V : ℝ → ℝ} (hV : Differentiable ℝ V) (c β a : ℝ)
    (x v : ZMod P → ℝ) (j : ZMod P) :
    HasLineDerivAt ℝ (fun y => weightedField V c β a y j)
      (Real.exp (-action V c β x) * ((v j - a * centroid v)
        - (x j - a * centroid x) * actionSlope V c β x v)) x v := by
  have hS : HasDerivAt (fun t : ℝ => action V c β (x + t • v)) (actionSlope V c β x v) 0 :=
    hasLineDerivAt_action hV c β x v
  have hc : HasDerivAt (fun t : ℝ => centroid (x + t • v)) (centroid v) 0 :=
    (HasDerivAt.fun_sum fun i _ => hasDerivAt_bead x v i).div_const _
  have h := hS.fun_neg.exp.fun_mul ((hasDerivAt_bead x v j).fun_sub (hc.const_mul a))
  refine HasDerivAt.congr_deriv h ?_
  simp only [zero_smul, add_zero]
  ring
```

## Assembling the divergence

The divergence will contain the single-bead slopes $S'_x[e_j]$, weighted by $w_j=x_j-a x_c$. Since $w=\sum_j w_j e_j$ and the slope is linear in the displacement,
$$\sum_j w_j S'_x[e_j]=S'_x[w].$$
The proof exchanges the order of the two sums, once for the springs and once for the potential.

```lean
/-- The value of `actionSlope` along any displacement `w` is the sum of its single-bead values, each
weighted by the displacement of that bead. -/
theorem sum_mul_actionSlope_single (V : ℝ → ℝ) (c β : ℝ) (x w : ZMod P → ℝ) :
    ∑ j, w j * actionSlope V c β x (Pi.single j 1) = actionSlope V c β x w := by
  have hw : ∀ i, ∑ j, w j * (Pi.single j (1 : ℝ) : ZMod P → ℝ) i = w i := by
    intro i
    simp [Pi.single_apply]
  have h1 : ∑ j, w j * ∑ i, 2 * (x (i + 1) - x i) *
        ((Pi.single j (1 : ℝ) : ZMod P → ℝ) (i + 1) - (Pi.single j (1 : ℝ) : ZMod P → ℝ) i)
      = ∑ i, 2 * (x (i + 1) - x i) * (w (i + 1) - w i) := by
    simp_rw [Finset.mul_sum]
    rw [Finset.sum_comm]
    refine Finset.sum_congr rfl fun i _ => ?_
    rw [← hw (i + 1), ← hw i, ← Finset.sum_sub_distrib, Finset.mul_sum]
    refine Finset.sum_congr rfl fun j _ => ?_
    ring
  have h2 : ∑ j, w j * ∑ i, deriv V (x i) * (Pi.single j (1 : ℝ) : ZMod P → ℝ) i
      = ∑ i, deriv V (x i) * w i := by
    simp_rw [Finset.mul_sum]
    rw [Finset.sum_comm]
    refine Finset.sum_congr rfl fun i _ => ?_
    rw [← hw i, Finset.mul_sum]
    refine Finset.sum_congr rfl fun j _ => ?_
    ring
  unfold actionSlope
  rw [← h1, ← h2, mul_div_right_comm, Finset.mul_sum, Finset.mul_sum,
    ← Finset.sum_add_distrib]
  refine Finset.sum_congr rfl fun j _ => ?_
  ring
```

For this $w$, the shift $a x_c$ is the same for all beads and cancels from the differences: $w_{j+1}-w_j=x_{j+1}-x_j$. The spring part is therefore $\frac{c}{\beta}\sum_j 2(x_{j+1}-x_j)^2=2K/\beta$, and
$$S'_x[w]=\frac{2K}{\beta}+\frac{\beta}{P}\sum_j (x_j-a x_c)V'(x_j).$$

```lean
/-- Along `x - a xc`, the value of `actionSlope` is `2K / β` plus `(β / P) ∑ (x_j - a xc) V'(x_j)`,
with `V'` standing for `deriv V`. -/
theorem actionSlope_scaling (V : ℝ → ℝ) (c β a : ℝ) (x : ZMod P → ℝ) :
    actionSlope V c β x (fun j => x j - a * centroid x)
      = 2 * springSum c x / β + β / P * ∑ j, (x j - a * centroid x) * deriv V (x j) := by
  have h1 : ∑ j, 2 * (x (j + 1) - x j) *
        ((x (j + 1) - a * centroid x) - (x j - a * centroid x))
      = 2 * ∑ j, (x (j + 1) - x j) ^ 2 := by
    rw [Finset.mul_sum]
    refine Finset.sum_congr rfl fun j _ => ?_
    ring
  have h2 : ∑ j, deriv V (x j) * (x j - a * centroid x)
      = ∑ j, (x j - a * centroid x) * deriv V (x j) :=
    Finset.sum_congr rfl fun j _ => mul_comm _ _
  unfold actionSlope springSum
  rw [h1, h2]
  ring
```

Moving bead $j$ by one unit moves the centroid by $1/P$, so $\partial(x_j-a x_c)/\partial x_j=1-a/P$. Summed over $P$ beads this is $P-a$, and
$$\sum_j\frac{\partial F_j}{\partial x_j}=e^{-S}\big[(P-a)-S'_x[w]\big].$$
In the code, `hc` computes the single-bead term and `hcount` the sum.

```lean
/-- For a differentiable potential, the divergence of `exp(-S) (x - a xc)` is `exp(-S)` times
`P - a` minus the slope of the action along `x - a xc`. -/
theorem divergence_weightedField {V : ℝ → ℝ} (hV : Differentiable ℝ V) (c β a : ℝ)
    (x : ZMod P → ℝ) :
    divergence (weightedField V c β a) x = Real.exp (-action V c β x) *
      ((P - a) - actionSlope V c β x (fun j => x j - a * centroid x)) := by
  have hP : (P : ℝ) ≠ 0 := Nat.cast_ne_zero.mpr (NeZero.ne P)
  -- moving one bead by one unit moves the centroid by 1 / P
  have hc : ∀ j : ZMod P, (Pi.single j (1 : ℝ) : ZMod P → ℝ) j
      - a * centroid (Pi.single j (1 : ℝ) : ZMod P → ℝ) = 1 - a / P := by
    intro j
    have h : ∑ i, (Pi.single j (1 : ℝ) : ZMod P → ℝ) i = 1 := by simp [Pi.single_apply]
    unfold centroid
    rw [h, Pi.single_eq_same]
    ring
  have hcount : ∑ _j : ZMod P, (1 - a / (P : ℝ)) = P - a := by
    rw [Finset.sum_const, Finset.card_univ, ZMod.card, nsmul_eq_mul, mul_sub, mul_one,
      mul_div_cancel₀ a hP]
  unfold divergence
  rw [Finset.sum_congr rfl fun j _ =>
    (hasLineDerivAt_weightedField hV c β a x (Pi.single j 1) j).lineDeriv]
  rw [← Finset.mul_sum, Finset.sum_sub_distrib, Finset.sum_congr rfl fun j _ => hc j, hcount,
    sum_mul_actionSlope_single V c β x (fun j => x j - a * centroid x)]
```

## The pointwise identity

Multiplying by $e^{S}/(2\beta)$ cancels the exponentials:
$$\frac{e^{S}}{2\beta}\sum_j\frac{\partial F_j}{\partial x_j}
=\frac{P-a}{2\beta}-\frac{K}{\beta^2}-\frac1{2P}\sum_j (x_j-a x_c)V'(x_j)
=T_{\rm prim}-T_a .$$

```lean
/-- For a differentiable potential and `β ≠ 0`, the primitive minus the virial estimator is, at
every configuration, `exp(S) / (2β)` times the divergence of `exp(-S) (x - a xc)`. -/
theorem primitive_sub_virial {V : ℝ → ℝ} (hV : Differentiable ℝ V) (c a : ℝ) {β : ℝ}
    (hβ : β ≠ 0) (x : ZMod P → ℝ) :
    primitiveKinetic c β x - virialKinetic V β a x
      = Real.exp (action V c β x) / (2 * β) * divergence (weightedField V c β a) x := by
  have hP : (P : ℝ) ≠ 0 := Nat.cast_ne_zero.mpr (NeZero.ne P)
  have hE : Real.exp (action V c β x) * Real.exp (-action V c β x) = 1 := by
    rw [← Real.exp_add, add_neg_cancel, Real.exp_zero]
  rw [divergence_weightedField hV, actionSlope_scaling, div_mul_eq_mul_div, ← mul_assoc, hE,
    one_mul]
  unfold primitiveKinetic virialKinetic
  generalize ∑ j, (x j - a * centroid x) * deriv V (x j) = W
  field_simp
  ring
```

Setting $a=1$ gives the centroid case, stated with both estimators written out. For $P=1$ the field vanishes and both estimators equal $1/(2\beta)$.

```lean
/-- The centroid case written out: for a differentiable potential and `β ≠ 0`, the primitive
minus the centroid-virial estimator is `exp(S) / (2β)` times the divergence of
`exp(-S) (x - xc)`. -/
theorem primitive_sub_centroidVirial {V : ℝ → ℝ} (hV : Differentiable ℝ V) (c : ℝ) {β : ℝ}
    (hβ : β ≠ 0) (x : ZMod P → ℝ) :
    (P / (2 * β) - springSum c x / β ^ 2)
        - (1 / (2 * β) + 1 / (2 * P) * ∑ j, (x j - centroid x) * deriv V (x j))
      = Real.exp (action V c β x) / (2 * β) *
        divergence (fun y j => Real.exp (-action V c β y) * (y j - centroid y)) x := by
  have h := primitive_sub_virial hV c 1 hβ x
  unfold primitiveKinetic virialKinetic weightedField at h
  simpa only [one_mul] using h
```

## Integrating over configurations

Multiplied by $e^{-S}$, the identity reads
$$e^{-S}(T_{\rm prim}-T_a)=\frac1{2\beta}\sum_j\frac{\partial F_j}{\partial x_j}.$$
If every $F_j$ and every $\partial F_j/\partial x_j$ is integrable over bead space, each term on the right integrates to zero: integrate by parts against the constant function $1$, whose derivative is zero. Hence
$$\int e^{-S}\,(T_{\rm prim}-T_a)\,dx=0 .$$
The hypotheses `hF` and `hD` express the decay that a confining potential is meant to supply. They are assumed, not derived from a condition on $V$.

```lean
/-- For a differentiable potential and `β ≠ 0`, if the components of `exp(-S) (x - a xc)` and
their partial derivatives along their own beads are integrable, the Boltzmann-weighted
difference of the primitive and virial estimators integrates to zero. -/
theorem integral_primitive_sub_virial {V : ℝ → ℝ} (hV : Differentiable ℝ V) (c a : ℝ) {β : ℝ}
    (hβ : β ≠ 0)
    (hF : ∀ j : ZMod P, Integrable (fun x : ZMod P → ℝ => weightedField V c β a x j))
    (hD : ∀ j : ZMod P, Integrable (fun x : ZMod P → ℝ =>
      lineDeriv ℝ (fun y => weightedField V c β a y j) x (Pi.single j 1))) :
    ∫ x : ZMod P → ℝ, Real.exp (-action V c β x) *
      (primitiveKinetic c β x - virialKinetic V β a x) = 0 := by
  -- each partial derivative integrates to zero: integration by parts against the constant 1
  have hzero : ∀ j : ZMod P, ∫ x : ZMod P → ℝ,
      lineDeriv ℝ (fun y => weightedField V c β a y j) x (Pi.single j 1) = 0 := by
    intro j
    have h := integral_bilinear_hasLineDerivAt_right_eq_neg_left_of_integrable
      (μ := (volume : Measure (ZMod P → ℝ))) (B := ContinuousLinearMap.mul ℝ ℝ)
      (f := fun _ => (1 : ℝ)) (f' := fun _ => (0 : ℝ))
      (g := fun x => weightedField V c β a x j)
      (g' := fun x => lineDeriv ℝ (fun y => weightedField V c β a y j) x (Pi.single j 1))
      (v := Pi.single j 1)
      (by simp) (by simpa using hD j) (by simpa using hF j)
      (fun _ _ => hasDerivAt_const (0 : ℝ) (1 : ℝ))
      (fun x _ => (hasLineDerivAt_weightedField hV c β a x
        (Pi.single j 1) j).lineDifferentiableAt.hasLineDerivAt)
    simpa using h
  have hpoint : ∀ x : ZMod P → ℝ, Real.exp (-action V c β x) *
      (primitiveKinetic c β x - virialKinetic V β a x)
        = 1 / (2 * β) * divergence (weightedField V c β a) x := by
    intro x
    have hE : Real.exp (-action V c β x) * Real.exp (action V c β x) = 1 := by
      rw [← Real.exp_add, neg_add_cancel, Real.exp_zero]
    rw [primitive_sub_virial hV c a hβ x, ← mul_assoc, ← mul_div_assoc, hE]
  simp_rw [hpoint]
  rw [integral_const_mul]
  unfold divergence
  rw [integral_finsetSum _ fun j _ => hD j, Finset.sum_eq_zero fun j _ => hzero j, mul_zero]

end

end RingPolymerVirial
```

```lean
#print axioms RingPolymerVirial.primitive_sub_centroidVirial
#print axioms RingPolymerVirial.integral_primitive_sub_virial
```

```
'RingPolymerVirial.primitive_sub_centroidVirial' depends on axioms: [propext, Classical.choice, Quot.sound]
'RingPolymerVirial.integral_primitive_sub_virial' depends on axioms: [propext, Classical.choice, Quot.sound]
```

When the partition function $\int e^{-S}dx$ is finite and each weighted estimator is integrable by itself, dividing by it turns this into equality of the two thermal averages. For a single particle in one dimension at fixed $P$, a simulation may then report either estimator without changing the expected value. The agreement concerns the discretised ring; it says nothing about the error made by using finitely many beads.

The same calculation works with one chosen bead, say $x_0$, as the reference point in place of the centroid. The shift again cancels from the springs, and the field $x_j-x_0$ has divergence $P-1$, because its component at bead $0$ is identically zero. The primitive estimator then differs from
$$\frac1{2\beta}+\frac1{2P}\sum_j (x_j-x_0)V'(x_j)$$
by $e^{S}/(2\beta)$ times the divergence of $e^{-S}(x_j-x_0)$. This variant is derived here by hand only.
